# Residues of the proper-time integrand at \(s = n\pi\) in a constant electric field

**Q.** A formal statement has to decide where the proper time lives. My integral runs along the positive real axis and hits the poles head on. Which variable did you take?

**A.** A complex one, approaching each pole from every direction with the pole itself removed. For a particle of mass \(m\) and charge \(e\) in a constant electric field \(E\) in 3+1 dimensions, with \(eE > 0\) and \(\hbar = c = 1\), measure the proper time \(s\) in units of \(1/(eE)\) and set \(a = m^2/(eE)\). Up to constant prefactors, the terms of the one-loop integrands that are singular at \(s \neq 0\) are
\[ f_a(s) = \frac{e^{-as}\cot s}{s^2}\ \ \text{(spinor)}, \qquad \tilde f_a(s) = \frac{e^{-as}}{s^2 \sin s}\ \ \text{(scalar)}. \]
In Lean `a : ℝ` and `s : ℂ`.

```lean
import Mathlib

open Filter Topology Real

namespace ProperTimePoles

noncomputable section

/-- Spinor proper-time integrand `exp(-a s) cot(s) / s²` at complex proper time `s`,
with `a = m²/(eE)`. -/
def spinorIntegrand (a : ℝ) (s : ℂ) : ℂ :=
  Complex.exp (-(a : ℂ) * s) * Complex.cot s / s ^ 2

/-- Scalar proper-time integrand `exp(-a s) / (sin(s) s²)` at complex proper time `s`. -/
def scalarIntegrand (a : ℝ) (s : ℂ) : ℂ :=
  Complex.exp (-(a : ℂ) * s) * (Complex.sin s)⁻¹ / s ^ 2
```

**Q.** You have thrown away the renormalisation. The spinor bracket is \(\cot s/s^2 - 1/s^3 + 1/(3s)\).

**A.** The two subtractions, times \(e^{-as}\), are regular at \(s = n\pi\) for integer \(n \ge 1\), so multiplied by \(s - n\pi\) they tend to zero. They cure \(s = 0\), which the theorems never touch. The candidate residues are the real numbers
\[ r_n(a) = \frac{e^{-n\pi a}}{(n\pi)^2}, \qquad \tilde r_n(a) = (-1)^n r_n(a). \]

```lean
/-- The number `exp(-n π a) / (n π)²` attached to the point `s = n π`. -/
def spinorResidue (a : ℝ) (n : ℕ) : ℝ :=
  Real.exp (-(n * π * a)) / (n * π) ^ 2

/-- The number `(-1)^n exp(-n π a) / (n π)²` attached to the point `s = n π`. -/
def scalarResidue (a : ℝ) (n : ℕ) : ℝ :=
  (-1) ^ n * spinorResidue a n
```

**Q.** Those are only definitions. Show me by hand that they belong to the poles.

**A.** Since \(\sin n\pi = 0\) and \(\cos n\pi = (-1)^n\), the difference quotient of the sine satisfies
\[ \frac{\sin s}{s - n\pi} = \frac{\sin s - \sin n\pi}{s - n\pi} \to \cos n\pi = (-1)^n . \]
The limit is nonzero and equal to its own reciprocal, so \((s - n\pi)/\sin s \to (-1)^n\). If \(g\) is continuous at \(n\pi\), the product rule for limits gives \((s - n\pi)\,g(s)/\sin s \to (-1)^n g(n\pi)\). For spinors take \(g(s) = e^{-as}\cos s/s^2\); the limit is \((-1)^n (-1)^n e^{-n\pi a}/(n\pi)^2 = r_n(a)\). For scalars take \(g(s) = e^{-as}/s^2\); no cosine cancels the sign, and the limit is \(\tilde r_n(a)\).

**Q.** And Lean follows that route?

**A.** In the same order. `cos_pole` carries the real identity over to the complex cosine. In `inv_sin_pole`, `hasDerivAt_iff_tendsto_slope` turns the derivative of the sine into the limit of the difference quotient, `inv₀` takes reciprocals, and `hs` removes \(\sin n\pi\).

```lean
/-- The complex cosine at `n π` equals `(-1)^n`. -/
theorem cos_pole (n : ℕ) : Complex.cos ((n : ℂ) * π) = (-1) ^ n := by
  exact_mod_cast congrArg (fun x : ℝ => (x : ℂ)) (Real.cos_nat_mul_pi n)

/-- As complex `s ≠ n π` tends to `n π`, `(s - n π) / sin s` tends to `(-1)^n`. -/
theorem inv_sin_pole (n : ℕ) :
    Tendsto (fun s : ℂ => (s - n * π) / Complex.sin s) (𝓝[≠] ((n : ℂ) * π))
      (𝓝 ((-1) ^ n)) := by
  have hs : Complex.sin ((n : ℂ) * π) = 0 := by
    exact_mod_cast congrArg (fun x : ℝ => (x : ℂ)) (Real.sin_nat_mul_pi n)
  have hd := Complex.hasDerivAt_sin ((n : ℂ) * π)
  rw [cos_pole, hasDerivAt_iff_tendsto_slope] at hd
  -- invert the difference quotient of sin at its zero
  have hinv := hd.inv₀ (pow_ne_zero n (by norm_num))
  have e : ((-1 : ℂ) ^ n)⁻¹ = (-1) ^ n := by
    rw [← inv_pow]
    norm_num
  rw [e] at hinv
  refine hinv.congr (fun s => ?_)
  rw [slope_def_field, hs, sub_zero, inv_div]
```

**Q.** What is `𝓝[≠]`, and why not a plain limit?

**A.** `Tendsto F (𝓝[≠] z) (𝓝 w)` says that \(F(s) \to w\) as complex \(s \to z\) with \(s \ne z\). Lean gives \(1/\sin s\) some value even at the pole, and the factor \(s - n\pi\) makes the product \(0\) there, so an unpunctured limit equal to \(\pm 1\) would be false. The general lemma multiplies the previous limit by that of \(g\), restricted to the punctured neighbourhood by `mono_left`.

```lean
/-- For `g` continuous at `n π`, `(s - n π) g(s) / sin s` tends to `(-1)^n g(n π)`
as complex `s ≠ n π` tends to `n π`. -/
theorem residue_over_sin (n : ℕ) (g : ℂ → ℂ) (hg : ContinuousAt g ((n : ℂ) * π)) :
    Tendsto (fun s : ℂ => (s - n * π) * (g s / Complex.sin s)) (𝓝[≠] ((n : ℂ) * π))
      (𝓝 ((-1) ^ n * g (n * π))) := by
  have h := (inv_sin_pole n).mul (hg.tendsto.mono_left nhdsWithin_le_nhds)
  refine h.congr (fun s => ?_)
  ring
```

**A.** The two pole theorems insert the two choices of \(g\). In both, `h0` records \(n\pi \neq 0\), which gives the continuity `hg`, and `hval` evaluates the limit. In the spinor case `hsq` is \((-1)^n(-1)^n = 1\). Neither theorem restricts the sign of \(a\).

```lean
/-- For `n ≥ 1`, `(s - n π)` times the spinor integrand tends to `exp(-n π a)/(n π)²`
as complex `s ≠ n π` tends to `n π`. -/
theorem spinor_pole (a : ℝ) (n : ℕ) (hn : 1 ≤ n) :
    Tendsto (fun s : ℂ => (s - n * π) * spinorIntegrand a s) (𝓝[≠] ((n : ℂ) * π))
      (𝓝 (spinorResidue a n : ℂ)) := by
  have h0 : ((n : ℂ) * π) ≠ 0 :=
    mul_ne_zero (Nat.cast_ne_zero.2 (by omega)) (Complex.ofReal_ne_zero.2 Real.pi_ne_zero)
  have hg : ContinuousAt (fun s : ℂ => Complex.exp (-(a : ℂ) * s) * Complex.cos s / s ^ 2)
      ((n : ℂ) * π) :=
    ContinuousAt.div (by fun_prop) (by fun_prop) (pow_ne_zero 2 h0)
  have h := residue_over_sin n _ hg
  -- the sign of cos(n π) cancels the sign of the pole of 1/sin
  have hsq : ((-1 : ℂ) ^ n) * (-1) ^ n = 1 := by
    rw [← mul_pow]
    norm_num
  have hval : (-1 : ℂ) ^ n * (Complex.exp (-(a : ℂ) * (n * π)) * Complex.cos (n * π)
      / (n * π) ^ 2) = (spinorResidue a n : ℂ) := by
    rw [cos_pole, show (-(a : ℂ) * (n * π)) = -(n * π * a) by ring]
    unfold spinorResidue
    push_cast
    linear_combination (Complex.exp (-((n : ℂ) * π * a)) / ((n : ℂ) * π) ^ 2) * hsq
  rw [← hval]
  refine h.congr (fun s => ?_)
  simp only [spinorIntegrand, Complex.cot_eq_cos_div_sin]
  ring

/-- For `n ≥ 1`, `(s - n π)` times the scalar integrand tends to
`(-1)^n exp(-n π a)/(n π)²` as complex `s ≠ n π` tends to `n π`. -/
theorem scalar_pole (a : ℝ) (n : ℕ) (hn : 1 ≤ n) :
    Tendsto (fun s : ℂ => (s - n * π) * scalarIntegrand a s) (𝓝[≠] ((n : ℂ) * π))
      (𝓝 (scalarResidue a n : ℂ)) := by
  have h0 : ((n : ℂ) * π) ≠ 0 :=
    mul_ne_zero (Nat.cast_ne_zero.2 (by omega)) (Complex.ofReal_ne_zero.2 Real.pi_ne_zero)
  have hg : ContinuousAt (fun s : ℂ => Complex.exp (-(a : ℂ) * s) / s ^ 2)
      ((n : ℂ) * π) :=
    ContinuousAt.div (by fun_prop) (by fun_prop) (pow_ne_zero 2 h0)
  have h := residue_over_sin n _ hg
  have hval : (-1 : ℂ) ^ n * (Complex.exp (-(a : ℂ) * (n * π)) / (n * π) ^ 2)
      = (scalarResidue a n : ℂ) := by
    rw [show (-(a : ℂ) * (n * π)) = -(n * π * a) by ring]
    unfold scalarResidue spinorResidue
    push_cast
    ring
  rw [← hval]
  refine h.congr (fun s => ?_)
  simp only [scalarIntegrand]
  ring
```

**Q.** Is a limit the same as a residue? And why exclude \(n = 0\)?

**A.** The theorems state the limits. Both integrands are meromorphic, and for such a function a finite nonzero limit of \((s - n\pi) f(s)\) identifies a simple pole with that residue, though no contour integral occurs in the statements. At \(n = 0\) the claim fails: \(\cot s \approx 1/s\), so \(s f_a(s) \approx 1/s^2\) has no finite limit, the pole being of third order.

**Q.** There are infinitely many poles. When may I add them up?

**A.** Exactly when \(a \ge 0\). Lean's index \(n\) starts at \(0\), so the terms are \(r_{n+1}(a)\). For \(a \ge 0\) the exponential is at most \(1\), hence \(0 \le r_{n+1}(a) \le \pi^{-2}(n+1)^{-2}\), and the series converges by comparison. For \(a < 0\) put \(x = -(n+1)\pi a \ge 0\); then \(e^x \ge 1 + x + x^2/2\) gives
\[ r_{n+1}(a) = \frac{e^{x}}{((n+1)\pi)^2} \ge \frac{a^2}{2} > 0, \]
so the terms do not tend to zero. With \(a = -1\) the first two are about \(2.34\) and \(13.6\). In the proof `hlow` is this lower bound, `ge_of_tendsto'` passes it to the limit \(0\) and produces the contradiction, and `h3` is the comparison series.

```lean
/-- The series of spinor residues over `n ≥ 1` is summable exactly when `a ≥ 0`. -/
theorem spinor_summable_iff (a : ℝ) :
    Summable (fun n : ℕ => spinorResidue a (n + 1)) ↔ 0 ≤ a := by
  constructor
  · intro hs
    by_contra hneg
    have ha : a < 0 := not_le.1 hneg
    -- for a < 0 every term is at least a²/2, since exp x ≥ x²/2
    have hlow : ∀ n : ℕ, a ^ 2 / 2 ≤ spinorResidue a (n + 1) := by
      intro n
      have hp : 0 < ((n + 1 : ℕ) : ℝ) * π := by positivity
      have hx : 0 ≤ -(((n + 1 : ℕ) : ℝ) * π * a) := by nlinarith
      have hq := Real.quadratic_le_exp_of_nonneg hx
      unfold spinorResidue
      rw [le_div_iff₀ (pow_pos hp 2)]
      nlinarith
    have hle := ge_of_tendsto' hs.tendsto_atTop_zero hlow
    nlinarith
  · intro ha
    have h2 : Summable (fun n : ℕ => 1 / (n : ℝ) ^ 2) :=
      Real.summable_one_div_nat_pow.2 one_lt_two
    have h3 := ((summable_nat_add_iff 1).2 h2).mul_left (1 / π ^ 2)
    -- compare with 1/(π² n²)
    refine Summable.of_nonneg_of_le (fun n => ?_) (fun n => ?_) h3
    · unfold spinorResidue
      positivity
    · have hp : 0 < ((n + 1 : ℕ) : ℝ) := by positivity
      have hx : 0 ≤ ((n + 1 : ℕ) : ℝ) * π * a := by positivity
      have he : Real.exp (-(((n + 1 : ℕ) : ℝ) * π * a)) ≤ 1 :=
        Real.exp_le_one_iff.2 (by linarith)
      have hpi := Real.pi_pos
      calc spinorResidue a (n + 1) ≤ 1 / (((n + 1 : ℕ) : ℝ) * π) ^ 2 :=
            div_le_div_of_nonneg_right he (by positivity)
        _ = 1 / π ^ 2 * (1 / ((n + 1 : ℕ) : ℝ) ^ 2) := by
            rw [one_div_mul_one_div, mul_pow, mul_comm]
```

**Q.** The scalar series alternates. Could it not survive for slightly negative \(a\)?

**A.** `Summable` for real terms means unconditional, hence absolute, convergence, and \(|\tilde r_{n+1}| = |r_{n+1}|\); `summable_abs_iff` reduces the scalar case to the spinor one. Conditional convergence would not help either, since for \(a < 0\) the magnitudes stay at or above \(a^2/2\).

```lean
/-- The series of scalar residues over `n ≥ 1` is summable (unconditionally, hence
absolutely) exactly when `a ≥ 0`. -/
theorem scalar_summable_iff (a : ℝ) :
    Summable (fun n : ℕ => scalarResidue a (n + 1)) ↔ 0 ≤ a := by
  rw [← spinor_summable_iff, ← summable_abs_iff,
    ← summable_abs_iff (f := fun n : ℕ => spinorResidue a (n + 1))]
  refine summable_congr (fun n => ?_)
  simp [scalarResidue, abs_mul, abs_pow]
```

**Q.** Convergence alone tells me little. How large is the sum?

**A.** Let \(a > 0\), \(q = e^{-\pi a} < 1\) and \(S = \sum_{n \ge 0} r_{n+1}(a)\), written with `∑'`. All terms are nonnegative, so \(S \ge r_1(a) = q/\pi^2\), which is `le_tsum 0`. Since \(r_{n+1}(a) = q^{n+1}/((n+1)\pi)^2 \le (q/\pi^2)\,q^n\), the geometric series `hgeo` and the termwise comparison `hasSum_le` give
\[ \frac{q}{\pi^2} \le S \le \frac{q}{\pi^2(1-q)} . \]
At \(a = 0\) the ratio \(q\) equals \(1\) and the majorant diverges, although the series itself still converges. These bounds concern the spinor sum only.

```lean
/-- For `a > 0` the sum of the spinor residues over `n ≥ 1` lies between
`exp(-π a)/π²` and `exp(-π a)/(π² (1 - exp(-π a)))`. -/
theorem spinor_sum_bounds (a : ℝ) (ha : 0 < a) :
    Real.exp (-(π * a)) / π ^ 2 ≤ ∑' n : ℕ, spinorResidue a (n + 1) ∧
    ∑' n : ℕ, spinorResidue a (n + 1)
      ≤ Real.exp (-(π * a)) / π ^ 2 * (1 - Real.exp (-(π * a)))⁻¹ := by
  have hs := (spinor_summable_iff a).2 ha.le
  have hpi := Real.pi_pos
  constructor
  · have h := hs.le_tsum 0 (fun j _ => by unfold spinorResidue; positivity)
    simpa [spinorResidue] using h
  · have hq : Real.exp (-(π * a)) < 1 := by
      rw [← Real.exp_zero]
      exact Real.exp_lt_exp.2 (by nlinarith [mul_pos hpi ha])
    -- geometric majorant with ratio exp(-π a)
    have hgeo := (hasSum_geometric_of_lt_one (Real.exp_pos _).le hq).mul_left
      (Real.exp (-(π * a)) / π ^ 2)
    refine hasSum_le (fun n => ?_) hs.hasSum hgeo
    have h1 : (1 : ℝ) ≤ ((n + 1 : ℕ) : ℝ) := by exact_mod_cast Nat.le_add_left 1 n
    have he : Real.exp (-(((n + 1 : ℕ) : ℝ) * π * a)) = Real.exp (-(π * a)) ^ (n + 1) := by
      rw [← Real.exp_nat_mul]
      congr 1
      ring
    have hd : π ^ 2 ≤ (((n + 1 : ℕ) : ℝ) * π) ^ 2 :=
      pow_le_pow_left₀ hpi.le (by nlinarith) 2
    unfold spinorResidue
    rw [he]
    calc Real.exp (-(π * a)) ^ (n + 1) / (((n + 1 : ℕ) : ℝ) * π) ^ 2
        ≤ Real.exp (-(π * a)) ^ (n + 1) / π ^ 2 :=
          div_le_div_of_nonneg_left (by positivity) (by positivity) hd
      _ = Real.exp (-(π * a)) / π ^ 2 * Real.exp (-(π * a)) ^ n := by
          rw [pow_succ]
          ring
```

**Q.** Give me numbers.

**A.** Take \(a = 1\), so \(q \approx 0.043214\). Then \(r_1 \approx 4.3785 \times 10^{-3}\), \(r_2 \approx 4.73 \times 10^{-5}\), \(r_3 \approx 9.1 \times 10^{-7}\), and \(S \approx 4.4267 \times 10^{-3}\), between the bounds \(4.3785 \times 10^{-3}\) and \(4.5762 \times 10^{-3}\). The scalar sum is \(-r_1 + r_2 - r_3 + \dots \approx -4.332 \times 10^{-3}\).

**Q.** Read me the final statement.

**A.** For every real \(a \ge 0\): for each natural number \(n \ge 1\), \((s - n\pi) f_a(s) \to r_n(a)\) and \((s - n\pi)\tilde f_a(s) \to \tilde r_n(a)\) as complex \(s \neq n\pi\) tends to \(n\pi\), and both series over the poles \(\pi, 2\pi, \dots\) are summable. The hypothesis `ha` serves the two summability claims alone; a massive particle with \(eE > 0\) has \(a > 0\). The proof pairs the four earlier theorems.

```lean
/-- Proper-time poles: for `a ≥ 0` and every `n ≥ 1`, `(s - n π)` times the spinor and the
scalar integrand tend to `exp(-n π a)/(n π)²` and `(-1)^n exp(-n π a)/(n π)²` as complex
`s ≠ n π` tends to `n π`, and both series of these limits over `n ≥ 1` are summable. -/
theorem proper_time_poles (a : ℝ) (ha : 0 ≤ a) :
    (∀ n : ℕ, 1 ≤ n →
      Tendsto (fun s : ℂ => (s - n * π) * spinorIntegrand a s) (𝓝[≠] ((n : ℂ) * π))
        (𝓝 (spinorResidue a n : ℂ)) ∧
      Tendsto (fun s : ℂ => (s - n * π) * scalarIntegrand a s) (𝓝[≠] ((n : ℂ) * π))
        (𝓝 (scalarResidue a n : ℂ))) ∧
    Summable (fun n : ℕ => spinorResidue a (n + 1)) ∧
    Summable (fun n : ℕ => scalarResidue a (n + 1)) :=
  ⟨fun n hn => ⟨spinor_pole a n hn, scalar_pole a n hn⟩,
    (spinor_summable_iff a).2 ha, (scalar_summable_iff a).2 ha⟩

end

end ProperTimePoles
```

```lean
#print axioms ProperTimePoles.spinor_sum_bounds
-- 'ProperTimePoles.spinor_sum_bounds' depends on axioms: [propext, Classical.choice, Quot.sound]
#print axioms ProperTimePoles.proper_time_poles
-- 'ProperTimePoles.proper_time_poles' depends on axioms: [propext, Classical.choice, Quot.sound]
```

**Q.** So you have proved the Schwinger formula?

**A.** No, only the terms of its series and their convergence. In an actual calculation one can write the one-loop spinor correction to the Maxwell Lagrangian as
\[ \mathcal L = -\frac{(eE)^2}{8\pi^2}\int_0^\infty ds\, e^{-as}\Big[\frac{\cot s}{s^2} - \frac1{s^3} + \frac1{3s}\Big], \]
passes above the poles, and collects \(-i\pi\) times each residue, so that \(\operatorname{Im}\mathcal L = \frac{(eE)^2}{8\pi} S\). The integrand and the contour prescription are physics input, and turning the indented integral into a sum over infinitely many poles is a further mathematical step; no theorem above establishes any of these. Granting them, \(2\operatorname{Im}\mathcal L\) is the vacuum decay rate per unit volume, at one loop and for a constant, homogeneous, purely electric field without back-reaction. A program that keeps only \(r_1\) underestimates \(S\) by at most the fraction \(q/(1-q)\) of \(r_1\), by rearranging `spinor_sum_bounds`; at \(a = 1\) that bound is \(4.5\%\), against an actual \(1.1\%\).
